# Exponentially localised Slater determinants on a chain have dipole variance at most linear in length

In a coherent-state QED Hartree–Fock calculation, the dipole self-energy is found by evaluating

\[
V=\operatorname{tr}(Px^2)-\operatorname{tr}(PxPx)
\]

and multiplying by \(\lambda^2/2\), with the electron charge set to one, where \(\lambda\) is the coupling strength of a single cavity mode. The dipole self-energy term of the Pauli–Fierz Hamiltonian is \(\tfrac12\lambda^2\mu^2\), with \(\mu\) the dipole along the cavity polarisation. The coherent-state transformation replaces \(\mu\) by \(\mu-\langle\mu\rangle\), so the expectation value of this term is \(\lambda^2/2\) times the variance of \(\mu\), which for a determinant is \(V\). Here \(P\) is the one-particle density matrix of a single determinant of spinless electrons in an orthonormal site basis, and \(x\) is position along the cavity polarisation. A size-scaling test then divides \(V\) by the number of sites \(L\). For a single determinant on an evenly spaced chain with positions \(1,\ldots,L\), the bound below keeps this ratio bounded if \(P\) decays exponentially with a prefactor and a rate that are both independent of \(L\).

In Lean 4 with Mathlib:

```lean
import Mathlib

open Matrix Finset

namespace DipoleSelfEnergyScaling

noncomputable section

variable {n : Type*} [Fintype n] [DecidableEq n]
```

## Positions and variance

Each site \(i\) has a real position \(x_i\), and the position operator is diagonal. This is an idealisation: in a finite Gaussian basis, the quadrupole matrix is generally not the square of the dipole matrix.

```lean
/-- The position operator, diagonal in the site basis, for sites at real positions `x i`. -/
def position (x : n → ℝ) : Matrix n n ℂ := Matrix.diagonal fun i => (x i : ℂ)
```

The variance is the literal difference of traces, so its type is complex.

```lean
/-- The dipole self-energy variance `tr(P x²) - tr(P x P x)` of a one-particle
density matrix `P`. -/
def dipoleVariance (x : n → ℝ) (P : Matrix n n ℂ) : ℂ :=
  trace (P * (position x * position x)) - trace (P * position x * P * position x)
```

On the chain, `Fin L` labels the sites \(i=0,\ldots,L-1\), and \(x_i=i+1\).

```lean
/-- The positions `1, ..., L` of the sites of a chain. -/
def chainPosition (L : ℕ) : Fin L → ℝ := fun i => ((i : ℕ) : ℝ) + 1
```

The distance \(d(i,j)=|i-j|\) is a natural number, so it can serve as an exponent.

```lean
/-- The distance between two sites, counted in lattice spacings. -/
def siteDist (i j : ℕ) : ℕ := ((i : ℤ) - (j : ℤ)).natAbs
```

## From traces to squared distances

A determinant has \(P^\dagger=P\) and \(P^2=P\), which are `hH` and `hP`. Hence \(P_{ij}P_{ji}=|P_{ij}|^2\) and \(P_{ii}=\sum_j|P_{ij}|^2\), so

\[
\operatorname{tr}(Px^2)=\sum_{ij}|P_{ij}|^2x_i^2,\qquad
\operatorname{tr}(PxPx)=\sum_{ij}|P_{ij}|^2x_ix_j .
\]

Since \(|P_{ij}|=|P_{ji}|\), \(x_i^2\) may be replaced by \((x_i^2+x_j^2)/2\), giving

\[
V=\tfrac12\sum_{ij}(x_i-x_j)^2|P_{ij}|^2 .
\]

In the proof, `hn` and `hd` are the two matrix-element relations, `h1` and `h2` the traces, `h3` the exchange of sites, and `h4` the expanded square. The right-hand side is a real number, so \(V\) is real.

```lean
/-- For a Hermitian projection the dipole self-energy variance is half the sum of
squared distances weighted by the squared moduli of the density matrix elements. -/
theorem dipoleVariance_eq (x : n → ℝ) (P : Matrix n n ℂ)
    (hH : P.IsHermitian) (hP : P * P = P) :
    dipoleVariance x P =
      (((1 / 2) * ∑ i, ∑ j, (x i - x j) ^ 2 * ‖P i j‖ ^ 2 : ℝ) : ℂ) := by
  have hn : ∀ i j, P i j * P j i = (‖P i j‖ : ℂ) ^ 2 := by
    intro i j
    have h := Complex.mul_conj (P i j)
    rw [Complex.normSq_eq_norm_sq, Complex.ofReal_pow] at h
    have h' : star (P i j) = P j i := hH.apply j i
    rw [← h']
    exact h
  -- idempotency expresses the site occupation through all the elements of its row
  have hd : ∀ i, P i i = ∑ j, (‖P i j‖ : ℂ) ^ 2 := by
    intro i
    calc P i i = (P * P) i i := by rw [hP]
      _ = _ := by
        rw [Matrix.mul_apply]
        exact Finset.sum_congr rfl fun j _ => hn i j
  have h1 : trace (P * (position x * position x))
      = ∑ i, ∑ j, (‖P i j‖ : ℂ) ^ 2 * (x i : ℂ) ^ 2 := by
    rw [← Matrix.mul_assoc, Matrix.trace]
    refine Finset.sum_congr rfl fun i _ => ?_
    rw [Matrix.diag_apply, position, Matrix.mul_diagonal, Matrix.mul_diagonal, hd i,
      Finset.sum_mul, Finset.sum_mul]
    exact Finset.sum_congr rfl fun j _ => by ring
  have h2 : trace (P * position x * P * position x)
      = ∑ i, ∑ j, (‖P i j‖ : ℂ) ^ 2 * ((x i : ℂ) * (x j : ℂ)) := by
    rw [Matrix.trace]
    refine Finset.sum_congr rfl fun i _ => ?_
    rw [Matrix.diag_apply, position, Matrix.mul_diagonal, Matrix.mul_apply, Finset.sum_mul]
    refine Finset.sum_congr rfl fun j _ => ?_
    rw [Matrix.mul_diagonal, ← hn i j]
    ring
  -- exchanging the two sites
  have h3 : ∑ i, ∑ j, (‖P i j‖ : ℂ) ^ 2 * (x j : ℂ) ^ 2
      = ∑ i, ∑ j, (‖P i j‖ : ℂ) ^ 2 * (x i : ℂ) ^ 2 := by
    rw [Finset.sum_comm]
    refine Finset.sum_congr rfl fun i _ => Finset.sum_congr rfl fun j _ => ?_
    rw [← hn j i, ← hn i j]
    ring
  have h4 : ∑ i, ∑ j, ((x i : ℂ) - (x j : ℂ)) ^ 2 * (‖P i j‖ : ℂ) ^ 2
      = ∑ i, ∑ j, (‖P i j‖ : ℂ) ^ 2 * (x i : ℂ) ^ 2
        + ∑ i, ∑ j, (‖P i j‖ : ℂ) ^ 2 * (x j : ℂ) ^ 2
        - 2 * ∑ i, ∑ j, (‖P i j‖ : ℂ) ^ 2 * ((x i : ℂ) * (x j : ℂ)) := by
    simp only [Finset.mul_sum, ← Finset.sum_add_distrib, ← Finset.sum_sub_distrib]
    exact Finset.sum_congr rfl fun i _ => Finset.sum_congr rfl fun j _ => by ring
  rw [dipoleVariance, h1, h2]
  push_cast
  rw [h4, h3]
  ring
```

In NumPy, with `x` the array of positions, this is `0.5*np.sum((x[:,None]-x)**2*abs(P)**2)`. It avoids subtracting two large traces.

## Summing over distance

For \(0\le q<1\), set

\[
R_m=q^m\left[\frac{m^2}{1-q}+\frac{2mq}{(1-q)^2}+\frac{q(1+q)}{(1-q)^3}\right].
\]

Expanding gives \(R_m-R_{m+1}=m^2q^m\). Summation telescopes:

\[
\sum_{d=0}^{m-1}d^2q^d=R_0-R_m\le R_0=\frac{q(1+q)}{(1-q)^3}.
\]

The induction `key` proves the equality, and `hrem` says \(R_m\ge0\).

```lean
/-- Partial sums of `d² q^d` are at most `q (1 + q) / (1 - q)³` for `0 ≤ q < 1`. -/
theorem sq_geom_sum_le {q : ℝ} (h0 : 0 ≤ q) (h1 : q < 1) (m : ℕ) :
    ∑ d ∈ range m, (d : ℝ) ^ 2 * q ^ d ≤ q * (1 + q) / (1 - q) ^ 3 := by
  have hpos : 0 < 1 - q := by linarith
  have hne : 1 - q ≠ 0 := hpos.ne'
  -- the exact remainder of the series
  have key : ∑ d ∈ range m, (d : ℝ) ^ 2 * q ^ d = q * (1 + q) / (1 - q) ^ 3
      - q ^ m * ((m : ℝ) ^ 2 / (1 - q) + 2 * m * q / (1 - q) ^ 2
        + q * (1 + q) / (1 - q) ^ 3) := by
    induction m with
    | zero => simp
    | succ m ih =>
      rw [Finset.sum_range_succ, ih]
      push_cast
      field_simp
      ring
  have hrem : 0 ≤ q ^ m * ((m : ℝ) ^ 2 / (1 - q) + 2 * m * q / (1 - q) ^ 2
      + q * (1 + q) / (1 - q) ^ 3) := by positivity
  linarith
```

Seen from site \(i\), the sites up to and including \(i\) lie at distances \(0,\ldots,i\), and the \(m\) sites to the right at \(1,\ldots,m\). If every partial sum of \(f(d)\) is at most \(B\) and \(f(0)\ge0\), each side contributes at most \(B\). The equation `split` separates the two sides.

```lean
/-- If all partial sums of `f` over distances are at most `B`, and `f 0 ≥ 0`, then the sum
of `f` over the distances from one site to all sites of a chain is at most `2 B`. -/
theorem sum_siteDist_le (f : ℕ → ℝ) (hf : 0 ≤ f 0) {B : ℝ}
    (hB : ∀ m, ∑ d ∈ range m, f d ≤ B) (i m : ℕ) :
    ∑ j ∈ range (i + 1 + m), f (siteDist i j) ≤ 2 * B := by
  -- sites to the left (with i itself) and sites to the right
  have split : ∑ j ∈ range (i + 1 + m), f (siteDist i j)
      = ∑ d ∈ range (i + 1), f d + ∑ k ∈ range m, f (k + 1) := by
    induction m with
    | zero =>
      simp only [add_zero, Finset.range_zero, Finset.sum_empty]
      refine Eq.trans ?_ (Finset.sum_range_reflect f (i + 1))
      refine Finset.sum_congr rfl fun j hj => ?_
      have hj' := Finset.mem_range.mp hj
      have e : siteDist i j = i + 1 - 1 - j := by unfold siteDist; omega
      rw [e]
    | succ m ih =>
      have e : i + 1 + (m + 1) = (i + 1 + m) + 1 := by omega
      have e2 : siteDist i (i + 1 + m) = m + 1 := by unfold siteDist; omega
      rw [e, Finset.sum_range_succ _ (i + 1 + m), ih, Finset.sum_range_succ _ m, e2]
      ring
  have hr := hB (m + 1)
  rw [Finset.sum_range_succ'] at hr
  have hl := hB (i + 1)
  linarith
```

Now assume \(|P_{ij}|\le C r^{|i-j|}\) with \(0\le r<1\). This stands for the short-ranged density matrix of a gapped insulator; it is a hypothesis here, not derived from a Hamiltonian. With \(q=r^2\) and \(f(d)=C^2d^2q^d\),

\[
\sum_j(x_i-x_j)^2|P_{ij}|^2\le 2K,\qquad
K=C^2\frac{r^2(1+r^2)}{(1-r^2)^3}.
\]

This is `site`. Summing over \(i\) and halving gives \(V\le KL\). No sign condition on \(C\) is needed, since on a nonempty chain the case \(i=j\) forces \(C\ge0\).

```lean
/-- If a Hermitian projection `P` on a chain of `L` sites has elements of modulus at most `C * r ^
d` at distance `d`, with `0 ≤ r < 1`, then the real part of its dipole self-energy variance is at
most `L` times an explicit constant depending only on `C` and `r`. -/
theorem dipoleVariance_le_linear {L : ℕ} (P : Matrix (Fin L) (Fin L) ℂ)
    (hH : P.IsHermitian) (hP : P * P = P) {C r : ℝ} (hr0 : 0 ≤ r) (hr1 : r < 1)
    (hdecay : ∀ i j : Fin L, ‖P i j‖ ≤ C * r ^ siteDist i j) :
    (dipoleVariance (chainPosition L) P).re
      ≤ C ^ 2 * (r ^ 2 * (1 + r ^ 2) / (1 - r ^ 2) ^ 3) * L := by
  rw [dipoleVariance_eq _ P hH hP, Complex.ofReal_re]
  have hq1 : r ^ 2 < 1 := by nlinarith
  -- the contribution of one site is bounded independently of L
  have site : ∀ i : Fin L,
      ∑ j, (chainPosition L i - chainPosition L j) ^ 2 * ‖P i j‖ ^ 2
        ≤ 2 * (C ^ 2 * (r ^ 2 * (1 + r ^ 2) / (1 - r ^ 2) ^ 3)) := by
    intro i
    have hB : ∀ m, ∑ d ∈ range m, C ^ 2 * ((d : ℝ) ^ 2 * (r ^ 2) ^ d)
        ≤ C ^ 2 * (r ^ 2 * (1 + r ^ 2) / (1 - r ^ 2) ^ 3) := by
      intro m
      rw [← Finset.mul_sum]
      exact mul_le_mul_of_nonneg_left (sq_geom_sum_le (sq_nonneg r) hq1 m) (sq_nonneg C)
    have h := sum_siteDist_le (fun d : ℕ => C ^ 2 * ((d : ℝ) ^ 2 * (r ^ 2) ^ d))
      (by simp) hB i (L - ((i : ℕ) + 1))
    have hL : (i : ℕ) + 1 + (L - ((i : ℕ) + 1)) = L := by
      have := i.isLt
      omega
    rw [hL] at h
    refine le_trans ?_ ((Fin.sum_univ_eq_sum_range (fun j : ℕ =>
      C ^ 2 * ((siteDist i j : ℝ) ^ 2 * (r ^ 2) ^ siteDist i j)) L).trans_le h)
    refine Finset.sum_le_sum fun j _ => ?_
    have h1 := pow_le_pow_left₀ (norm_nonneg _) (hdecay i j) 2
    have h2 : (chainPosition L i - chainPosition L j) ^ 2 = (siteDist i j : ℝ) ^ 2 := by
      rw [siteDist, Nat.cast_natAbs, Int.cast_abs, sq_abs]
      simp only [chainPosition]
      push_cast
      ring
    calc (chainPosition L i - chainPosition L j) ^ 2 * ‖P i j‖ ^ 2
        ≤ (chainPosition L i - chainPosition L j) ^ 2 * (C * r ^ siteDist i j) ^ 2 :=
          mul_le_mul_of_nonneg_left h1 (sq_nonneg _)
      _ = C ^ 2 * ((siteDist i j : ℝ) ^ 2 * (r ^ 2) ^ siteDist i j) := by
          rw [h2]
          ring
  have total := Finset.sum_le_sum fun i (_ : i ∈ (Finset.univ : Finset (Fin L))) => site i
  rw [Finset.sum_const, Finset.card_univ, Fintype.card_fin, nsmul_eq_mul] at total
  linarith
```

## A chain of dimers

Put one evenly shared bonding orbital on each of \(N\) dimers, so \(L=2N\) and \(P_{ij}=1/2\) within a dimer, zero otherwise.

```lean
/-- The density matrix of `N` separate dimers, each with one evenly shared bonding orbital. -/
def dimerChain (N : ℕ) : Matrix (Fin (2 * N)) (Fin (2 * N)) ℂ :=
  fun i j => if (i : ℕ) / 2 = (j : ℕ) / 2 then 1 / 2 else 0
```

Within a dimer, \((P^2)_{ij}=2\cdot\tfrac14=\tfrac12\); between dimers it vanishes. Distances inside a dimer are 0 or 1, so \(C=1\), \(r=1/2\) suffice. The helper `pair` groups the intermediate sites by dimer.

```lean
/-- The dimer chain is a Hermitian projection whose elements decay exponentially, with
`C = 1` and `r = 1/2` for every length. -/
theorem dimerChain_witness (N : ℕ) :
    (dimerChain N).IsHermitian ∧ dimerChain N * dimerChain N = dimerChain N ∧
      ∀ i j : Fin (2 * N), ‖dimerChain N i j‖ ≤ 1 * (1 / 2 : ℝ) ^ siteDist i j := by
  refine ⟨?_, ?_, ?_⟩
  · ext i j
    simp only [Matrix.conjTranspose_apply, dimerChain]
    by_cases h : (i : ℕ) / 2 = (j : ℕ) / 2
    · rw [if_pos h, if_pos h.symm]
      simp
    · rw [if_neg h, if_neg fun e => h e.symm]
      simp
  · -- sum over the intermediate site dimer by dimer
    have pair : ∀ (g : ℕ → ℂ) (M : ℕ),
        ∑ k ∈ range (2 * M), g k = ∑ m ∈ range M, (g (2 * m) + g (2 * m + 1)) := by
      intro g M
      induction M with
      | zero => simp
      | succ M ih =>
        have e : 2 * (M + 1) = 2 * M + 1 + 1 := by ring
        rw [e, Finset.sum_range_succ _ (2 * M + 1), Finset.sum_range_succ _ (2 * M), ih,
          Finset.sum_range_succ _ M]
        ring
    ext i j
    rw [Matrix.mul_apply]
    refine (Fin.sum_univ_eq_sum_range (fun k : ℕ =>
      (if (i : ℕ) / 2 = k / 2 then (1 / 2 : ℂ) else 0) *
        (if k / 2 = (j : ℕ) / 2 then (1 / 2 : ℂ) else 0)) (2 * N)).trans ?_
    rw [pair, Finset.sum_eq_single ((i : ℕ) / 2)]
    · have a : 2 * ((i : ℕ) / 2) / 2 = (i : ℕ) / 2 := by omega
      have b : (2 * ((i : ℕ) / 2) + 1) / 2 = (i : ℕ) / 2 := by omega
      simp only [a, b, dimerChain, if_true]
      split_ifs <;> norm_num
    · intro m _ hm
      have a : ¬ (i : ℕ) / 2 = 2 * m / 2 := by omega
      have b : ¬ (i : ℕ) / 2 = (2 * m + 1) / 2 := by omega
      simp only [if_neg a, if_neg b, zero_mul, add_zero]
    · intro h
      exact absurd (Finset.mem_range.mpr (by have := i.isLt; omega)) h
  · intro i j
    by_cases h : (i : ℕ) / 2 = (j : ℕ) / 2
    · have hd : siteDist i j ≤ 1 := by unfold siteDist; omega
      have hp : (1 / 2 : ℝ) ^ 1 ≤ (1 / 2 : ℝ) ^ siteDist i j :=
        pow_le_pow_of_le_one (by norm_num) (by norm_num) hd
      have hn : ‖(1 / 2 : ℂ)‖ = 1 / 2 := by norm_num
      simp only [dimerChain, if_pos h]
      rw [hn]
      linarith
    · simp only [dimerChain, if_neg h, norm_zero]
      positivity
```

For one dimer, the traces are \(5/2\) and \(9/4\), so \(V=1/4\). For \(N\) dimers, the squared-distance formula gives \(V=N/4=L/8\), while the bound has \(K=20/27\approx0.74\).

## An orbital spread over the whole chain

Without decay, linear scaling can fail. Take one orbital with amplitude \(1/\sqrt L\) on every site, so \(P_{ij}=1/L\). This is a single electron at every length, not a metal at fixed filling.

```lean
/-- The density matrix of one orbital spread evenly over all `L` sites. -/
def uniformOrbital (L : ℕ) : Matrix (Fin L) (Fin L) ℂ := fun _ _ => 1 / (L : ℂ)
```

For \(L\ge1\), \(P\) is a Hermitian projection, and

\[
\sum_{ij}(i-j)^2=2L\sum_i i^2-2\Big(\sum_i i\Big)^2=\frac{L^2(L^2-1)}6,
\]

so \(V=(L^2-1)/12\). The proof evaluates the double sum through `inner_sum` and `outer_sum`.

```lean
/-- The evenly spread orbital gives a Hermitian projection with dipole self-energy variance
`(L² - 1) / 12`. -/
theorem uniformOrbital_variance {L : ℕ} (hL : 0 < L) :
    (uniformOrbital L).IsHermitian ∧ uniformOrbital L * uniformOrbital L = uniformOrbital L ∧
      dipoleVariance (chainPosition L) (uniformOrbital L)
        = ((((L : ℝ) ^ 2 - 1) / 12 : ℝ) : ℂ) := by
  have hc : (L : ℂ) ≠ 0 := by exact_mod_cast hL.ne'
  have hr : (L : ℝ) ≠ 0 := by exact_mod_cast hL.ne'
  have hH : (uniformOrbital L).IsHermitian := by
    ext i j
    simp [uniformOrbital, Matrix.conjTranspose_apply]
  have hP : uniformOrbital L * uniformOrbital L = uniformOrbital L := by
    ext i j
    simp only [Matrix.mul_apply, uniformOrbital, Finset.sum_const, Finset.card_univ,
      Fintype.card_fin, nsmul_eq_mul]
    field_simp
  refine ⟨hH, hP, ?_⟩
  have inner_sum : ∀ (a : ℝ) (m : ℕ), ∑ j ∈ range m, (a - (j : ℝ)) ^ 2
      = m * a ^ 2 - a * (m * (m - 1)) + m * (m - 1) * (2 * m - 1) / 6 := by
    intro a m
    induction m with
    | zero => simp
    | succ m ih =>
      rw [Finset.sum_range_succ, ih]
      push_cast
      ring
  have outer_sum : ∀ (b c d : ℝ) (m : ℕ),
      ∑ i ∈ range m, (b * (i : ℝ) ^ 2 - (i : ℝ) * c + d)
        = b * (m * (m - 1) * (2 * m - 1) / 6) - c * (m * (m - 1) / 2) + m * d := by
    intro b c d m
    induction m with
    | zero => simp
    | succ m ih =>
      rw [Finset.sum_range_succ, ih]
      push_cast
      ring
  have hn : ‖(1 / (L : ℂ))‖ = 1 / (L : ℝ) := by simp
  have e : ∑ i, ∑ j, (chainPosition L i - chainPosition L j) ^ 2 * ‖uniformOrbital L i j‖ ^ 2
      = (∑ i ∈ range L, ∑ j ∈ range L, ((i : ℝ) - (j : ℝ)) ^ 2) * (1 / (L : ℝ)) ^ 2 := by
    rw [Finset.sum_mul]
    refine Eq.trans ?_ (Fin.sum_univ_eq_sum_range (fun i : ℕ =>
      (∑ j ∈ range L, ((i : ℝ) - (j : ℝ)) ^ 2) * (1 / (L : ℝ)) ^ 2) L)
    refine Finset.sum_congr rfl fun i _ => ?_
    rw [Finset.sum_mul]
    refine Eq.trans ?_ (Fin.sum_univ_eq_sum_range (fun j : ℕ =>
      (((i : ℕ) : ℝ) - (j : ℝ)) ^ 2 * (1 / (L : ℝ)) ^ 2) L)
    refine Finset.sum_congr rfl fun j _ => ?_
    simp only [uniformOrbital, hn, chainPosition]
    ring
  rw [dipoleVariance_eq _ _ hH hP, e,
    Finset.sum_congr rfl fun (i : ℕ) _ => inner_sum (i : ℝ) L, outer_sum]
  congr 1
  field_simp
  ring
```

Suppose \(V\le KL\) held for all Hermitian projections. Choose a natural number \(m>12K\) and \(L=m+1\). Then \(m(m+2)\le12K(m+1)<m(m+1)\), which is impossible for \(m\ge0\). Some restriction on \(P\) is therefore needed, though not necessarily exponential decay.

```lean
/-- No constant `K` bounds the dipole self-energy variance by `K L` for all Hermitian
projections on chains of all lengths `L`. -/
theorem no_linear_bound_without_decay :
    ¬ ∃ K : ℝ, ∀ (L : ℕ) (P : Matrix (Fin L) (Fin L) ℂ), P.IsHermitian → P * P = P →
      (dipoleVariance (chainPosition L) P).re ≤ K * L := by
  rintro ⟨K, hK⟩
  obtain ⟨m, hm⟩ := exists_nat_gt (12 * K)
  obtain ⟨hH, hP, hv⟩ := uniformOrbital_variance (Nat.succ_pos m)
  have h := hK (m + 1) (uniformOrbital (m + 1)) hH hP
  rw [hv, Complex.ofReal_re] at h
  push_cast at h
  have hm0 : (0 : ℝ) ≤ m := Nat.cast_nonneg m
  nlinarith [mul_pos (show (0 : ℝ) < (m : ℝ) + 1 by linarith) (sub_pos.mpr hm)]

end

end DipoleSelfEnergyScaling
```

```lean
#print axioms DipoleSelfEnergyScaling.dipoleVariance_le_linear
#print axioms DipoleSelfEnergyScaling.no_linear_bound_without_decay
```

```
'DipoleSelfEnergyScaling.dipoleVariance_le_linear' depends on axioms: [propext, Classical.choice, Quot.sound]
'DipoleSelfEnergyScaling.no_linear_bound_without_decay' depends on axioms: [propext, Classical.choice, Quot.sound]
```
